# Bridging oxygens in a finite silicate network: 4N − M when every oxygen belongs to one or two tetrahedra

## Checking a neighbour list against the composition

After a simulation cell of a silicate glass has been relaxed, a cutoff on the Si–O distance turns the coordinates into a list of the oxygens around each silicon. The oxygens bonded to two silicons, called bridging, are then counted from that list. If every silicon has four oxygens and every oxygen has one or two silicons, the composition already fixes this count: N silicons and M oxygens give 4N − M bridging oxygens, however the network is linked.

A different count means that one of the two conditions fails somewhere, or that the counting went wrong. Agreement is weaker evidence, because defects can compensate: one oxygen shared by three tetrahedra and two oxygens attached to none leave the balance unchanged.

## Why one or two tetrahedra per oxygen

In Pauling's electrostatic picture, a silicon of formal charge +4 with four oxygen neighbours contributes a bond strength of 4/4 = 1 to each of them. An oxygen of formal charge −2 is therefore saturated by two silicons. An oxygen with one silicon, called terminal, must obtain the remaining strength from other cations such as sodium or calcium.

This motivates the condition on the oxygens, which is assumed here and not derived from energetics. It excludes oxygens shared by three tetrahedra and oxide ions attached to no tetrahedron. The condition of four corners excludes five- and six-coordinated silicon, which can occur at high pressure.

## The network as a table of corners

Let T be the finite set of tetrahedra and O the finite set of oxygens, with N and M elements. The function `corners : T → Finset O` gives the oxygens of each tetrahedron. The values are sets, so the condition that each has four elements says that the four corners are distinct.

The coordination c(o) of an oxygen o is the number of tetrahedra that contain it; in Lean it is `coordination corners o`. Other cations are not counted in it. The structure `IsSilicateNet` collects the two hypotheses: four corners at every tetrahedron, and c(o) = 1 or c(o) = 2 at every oxygen. The sets `bridging corners` and `terminal corners` contain the oxygens with c(o) = 2 and c(o) = 1. Their sizes are written B and U below.

The theorem `silicate_connectivity` states that every such network satisfies

B = 4N − M,

2N ≤ M ≤ 4N,

M = 2N exactly when c(o) = 2 for every o,

M = 4N exactly when c(o) = 1 for every o.

The first equation is stated in the integers, since subtraction of natural numbers in Lean stops at zero.

Three further quantities follow from the same data. The connectivity n(t) of a tetrahedron t is its number of bridging corners, the n of the Qⁿ notation. Its mean over a non-empty network is 8 − 2M/N. If all tetrahedra have the same connectivity n, then 2M = (8 − n)N. With formal charges +4 per tetrahedron centre and −2 per oxygen, the total charge is −U.

The model contains no positions, angles or energies. The network need not be connected, and two tetrahedra may share an edge or a face. The equivalences do not say that the bounds are reached for every N: a single tetrahedron has M = 4, so the lower bound M = 2 is not reached for N = 1.

## Counting the corners twice

Take any set S of oxygens and count the pairs (t, o) in which o lies in S and is a corner of t. Counting by tetrahedra and then by oxygens gives

Σ_t |corners(t) ∩ S| = Σ_{o in S} c(o).

Let S be the set of all oxygens. Each tetrahedron contributes four, so the left side is 4N. On the right, every oxygen contributes one, and a bridging oxygen contributes one more:

4N = M + B.

This gives B = 4N − M. Every oxygen is either bridging or terminal, so B + U = M, and therefore

U = M − B = 2M − 4N.

Neither B nor U can be negative. From B ≥ 0 follows M ≤ 4N, and from U ≥ 0 follows M ≥ 2N. Equality M = 2N means U = 0, so that every oxygen bridges. Equality M = 4N means B = 0, so that every oxygen is terminal.

Now let S be the set of bridging oxygens. The left side becomes the sum of the connectivities, and every term on the right is two:

Σ_t n(t) = 2B = 8N − 2M.

Division by N, for N > 0, gives the mean 8 − 2M/N. If n(t) = n for all t, the left side is nN, and rearranging gives 2M = (8 − n)N. The values n = 0, 1, 2, 3, 4 then correspond to the ratios M/N = 4, 7/2, 3, 5/2, 2, which are those of SiO₄, Si₂O₇, SiO₃, Si₂O₅ and SiO₂.

The total formal charge is

4N − 2M = −(2M − 4N) = −U,

so the network has one uncompensated negative charge per terminal oxygen, which other cations must balance in a neutral material.

## A chain of three tetrahedra

Join three tetrahedra in an open chain, each neighbouring pair sharing one corner. The unit is Si₃O₁₀, with N = 3 and M = 10. The formulas give

B = 12 − 10 = 2,

U = 20 − 12 = 8.

The drawing agrees: there are two links, three free corners on each end tetrahedron and two on the middle one. The twelve corners are recovered as 8·1 + 2·2. The connectivities are 1, 2 and 1, with mean 4/3, and 8 − 20/3 = 4/3. The formal charge is 12 − 20 = −8.

## Labelled corners instead of sets

The corners could also be given by a function from T × {1, 2, 3, 4} to O, which names the oxygen at each labelled corner. Two corners of one tetrahedron could then be the same oxygen. This happens in a periodic cell so small that two corners are images of one another, a case that the four-element sets exclude.

If coordination and connectivity are then counted by corners, the argument above still gives 4N = M + B. The change shows at the smallest size: one tetrahedron with two oxygens, each occupying two of its corners, would reach M = 2N at N = 1.

## The Lean file

```lean
import Mathlib

open Finset

namespace SilicateConnectivity

variable {T O : Type*} [Fintype T] [Fintype O] [DecidableEq O]

/-- The number of tetrahedra to which the oxygen `o` belongs. -/
def coordination (corners : T → Finset O) (o : O) : ℕ :=
  (univ.filter (fun t => o ∈ corners t)).card

/-- A silicate network: every tetrahedron has four distinct oxygen corners, and every oxygen
belongs to one or two tetrahedra. -/
structure IsSilicateNet (corners : T → Finset O) : Prop where
  four_corners : ∀ t, (corners t).card = 4
  one_or_two : ∀ o, coordination corners o = 1 ∨ coordination corners o = 2

/-- The bridging oxygens, which belong to two tetrahedra. -/
def bridging (corners : T → Finset O) : Finset O :=
  univ.filter (fun o => coordination corners o = 2)

/-- The terminal oxygens, which belong to one tetrahedron. -/
def terminal (corners : T → Finset O) : Finset O :=
  univ.filter (fun o => coordination corners o = 1)

/-- The number of bridging corners of the tetrahedron `t`, the `n` of the `Qⁿ` notation. -/
def connectivity (corners : T → Finset O) (t : T) : ℕ :=
  (corners t ∩ bridging corners).card

omit [Fintype O] in
/-- For any set `S` of oxygens, counting the corners in `S` tetrahedron by tetrahedron gives the
sum of the coordinations of the oxygens in `S`. -/
theorem sum_corners_eq_sum_coordination (corners : T → Finset O) (S : Finset O) :
    ∑ t, (corners t ∩ S).card = ∑ o ∈ S, coordination corners o := by
  have h : ∀ t, (corners t ∩ S).card = ∑ o ∈ S, if o ∈ corners t then 1 else 0 := by
    intro t
    rw [← Finset.card_filter]
    congr 1
    ext o
    simp [and_comm]
  simp only [h, coordination, Finset.card_filter]
  -- exchange the sums over tetrahedra and oxygens
  exact Finset.sum_comm

/-- In a silicate network the numbers of bridging and of terminal oxygens add up to the number of
all oxygens. -/
theorem bridging_add_terminal {corners : T → Finset O} (h : IsSilicateNet corners) :
    (bridging corners).card + (terminal corners).card = Fintype.card O := by
  rw [bridging, terminal, Finset.card_filter, Finset.card_filter, ← Finset.sum_add_distrib,
    ← Finset.card_univ, Finset.card_eq_sum_ones]
  apply Finset.sum_congr rfl
  intro o _
  rcases h.one_or_two o with e | e <;> simp [e]

/-- The number of bridging oxygens plus the number of all oxygens is four times the number of
tetrahedra. -/
theorem bridging_add_oxygens {corners : T → Finset O} (h : IsSilicateNet corners) :
    (bridging corners).card + Fintype.card O = 4 * Fintype.card T := by
  have h1 := sum_corners_eq_sum_coordination corners univ
  have h2 : ∑ t, (corners t ∩ univ).card = 4 * Fintype.card T := by
    simp [h.four_corners, mul_comm]
  -- each oxygen counts once, and once more if it bridges
  have h3 : (bridging corners).card + Fintype.card O = ∑ o, coordination corners o := by
    rw [bridging, Finset.card_filter, ← Finset.card_univ, Finset.card_eq_sum_ones,
      ← Finset.sum_add_distrib]
    apply Finset.sum_congr rfl
    intro o _
    rcases h.one_or_two o with e | e <;> simp [e]
  omega

/-- **Silicate connectivity.** With `N` tetrahedra and `M` oxygens, exactly `4N - M` oxygens
bridge and `2N ≤ M ≤ 4N`; moreover `M = 2N` exactly when every oxygen bridges, and `M = 4N`
exactly when every oxygen is terminal. -/
theorem silicate_connectivity {corners : T → Finset O} (h : IsSilicateNet corners) :
    ((bridging corners).card : ℤ) = 4 * Fintype.card T - Fintype.card O ∧
    2 * Fintype.card T ≤ Fintype.card O ∧
    Fintype.card O ≤ 4 * Fintype.card T ∧
    (Fintype.card O = 2 * Fintype.card T ↔ ∀ o, coordination corners o = 2) ∧
    (Fintype.card O = 4 * Fintype.card T ↔ ∀ o, coordination corners o = 1) := by
  have h1 := bridging_add_terminal h
  have h2 := bridging_add_oxygens h
  -- no terminal oxygen means that all bridge, and conversely
  have ht : (terminal corners).card = 0 ↔ ∀ o, coordination corners o = 2 := by
    rw [Finset.card_eq_zero, terminal, Finset.filter_eq_empty_iff]
    constructor
    · intro k o
      exact (h.one_or_two o).resolve_left (k (Finset.mem_univ o))
    · intro k o _ e
      have := k o
      omega
  have hb : (bridging corners).card = 0 ↔ ∀ o, coordination corners o = 1 := by
    rw [Finset.card_eq_zero, bridging, Finset.filter_eq_empty_iff]
    constructor
    · intro k o
      exact (h.one_or_two o).resolve_right (k (Finset.mem_univ o))
    · intro k o _ e
      have := k o
      omega
  refine ⟨by omega, by omega, by omega, ?_, ?_⟩
  · rw [← ht]
    omega
  · rw [← hb]
    omega

/-- The connectivities of all tetrahedra add up to twice the number of bridging oxygens. -/
theorem sum_connectivity (corners : T → Finset O) :
    ∑ t, connectivity corners t = 2 * (bridging corners).card := by
  unfold connectivity
  rw [sum_corners_eq_sum_coordination]
  have h : ∀ o ∈ bridging corners, coordination corners o = 2 := by
    intro o ho
    exact (Finset.mem_filter.mp ho).2
  rw [Finset.sum_congr rfl h, Finset.sum_const, smul_eq_mul, mul_comm]

/-- The mean connectivity of the tetrahedra is `8 - 2 M / N`, where `M / N` is the ratio of
oxygens to tetrahedra. -/
theorem mean_connectivity [Nonempty T] {corners : T → Finset O} (h : IsSilicateNet corners) :
    ((∑ t, connectivity corners t : ℕ) : ℚ) / Fintype.card T
      = 8 - 2 * ((Fintype.card O : ℚ) / Fintype.card T) := by
  have hN : (Fintype.card T : ℚ) ≠ 0 := by
    exact_mod_cast Fintype.card_ne_zero
  have h2 : ((bridging corners).card : ℚ) + Fintype.card O = 4 * Fintype.card T := by
    exact_mod_cast bridging_add_oxygens h
  have h3 : ((∑ t, connectivity corners t : ℕ) : ℚ) = 2 * (bridging corners).card := by
    exact_mod_cast sum_connectivity corners
  rw [h3, eq_sub_of_add_eq h2]
  field_simp
  ring

/-- If every tetrahedron has the same number `n` of bridging corners, the numbers `N` of
tetrahedra and `M` of oxygens satisfy `2M = (8 - n) N`. -/
theorem uniform_composition {corners : T → Finset O} (h : IsSilicateNet corners) (n : ℕ)
    (hn : ∀ t, connectivity corners t = n) :
    2 * (Fintype.card O : ℤ) = (8 - n) * Fintype.card T := by
  have h1 := sum_connectivity corners
  simp only [hn, Finset.sum_const, Finset.card_univ, smul_eq_mul] at h1
  have h2 := bridging_add_oxygens h
  zify at h1 h2
  linear_combination 2 * h2 + h1

/-- With formal charges `+4` on each tetrahedron centre and `-2` on each oxygen, the total charge
is minus the number of terminal oxygens. -/
theorem charge_eq_neg_terminal {corners : T → Finset O} (h : IsSilicateNet corners) :
    4 * (Fintype.card T : ℤ) - 2 * Fintype.card O = -((terminal corners).card : ℤ) := by
  have h1 := bridging_add_terminal h
  have h2 := bridging_add_oxygens h
  omega

/-- Two tetrahedra with seven oxygens, sharing the oxygen `3`. -/
def pyrosilicate : Fin 2 → Finset (Fin 7) :=
  ![{0, 1, 2, 3}, {3, 4, 5, 6}]

/-- Five tetrahedra with ten oxygens, placed cyclically. -/
def closedFramework : Fin 5 → Finset (Fin 5 × Fin 2) :=
  fun i => {(i, 0), (i + 1, 0), (i, 1), (i + 2, 1)}

/-- The two tetrahedra of `pyrosilicate` form a silicate network whose only bridging oxygen
is `3`. -/
theorem pyrosilicate_witness :
    IsSilicateNet pyrosilicate ∧ bridging pyrosilicate = {3} :=
  ⟨⟨by decide +kernel, by decide +kernel⟩, by decide +kernel⟩

/-- The five tetrahedra of `closedFramework` form a silicate network in which every oxygen
bridges and any two tetrahedra share exactly one corner. -/
theorem closedFramework_witness :
    IsSilicateNet closedFramework ∧ (∀ o, coordination closedFramework o = 2) ∧
    ∀ i j, i ≠ j → (closedFramework i ∩ closedFramework j).card = 1 :=
  ⟨⟨by decide +kernel, by decide +kernel⟩, by decide +kernel, by decide +kernel⟩

end SilicateConnectivity
```

```lean
#print axioms SilicateConnectivity.silicate_connectivity
#print axioms SilicateConnectivity.mean_connectivity
#print axioms SilicateConnectivity.uniform_composition
#print axioms SilicateConnectivity.charge_eq_neg_terminal
```

```
'SilicateConnectivity.silicate_connectivity' depends on axioms: [propext, Classical.choice, Quot.sound]
'SilicateConnectivity.mean_connectivity' depends on axioms: [propext, Classical.choice, Quot.sound]
'SilicateConnectivity.uniform_composition' depends on axioms: [propext, Classical.choice, Quot.sound]
'SilicateConnectivity.charge_eq_neg_terminal' depends on axioms: [propext, Classical.choice, Quot.sound]
```

## From the double count to the theorem

The lemma `sum_corners_eq_sum_coordination` is the double count for an arbitrary S. It writes the size of each intersection as a sum over S of ones and zeros, according to whether o is a corner of t. Unfolding the coordination gives the same double sum in the other order, and `Finset.sum_comm` exchanges the two. Neither silicate condition is used.

The lemma `bridging_add_terminal` proves B + U = M. Both sizes are written as sums over all oxygens, and the two cases of `one_or_two` show that each oxygen contributes exactly one.

The lemma `bridging_add_oxygens` proves B + M = 4N for every silicate network. Its step `h1` is the double count with S equal to all oxygens, `h2` evaluates the left side as 4N, and `h3` evaluates the right side as B + M by the same two cases. The tactic `omega`, which settles linear arithmetic over integers and natural numbers, combines them.

In `silicate_connectivity`, these two equations give the value of B and both bounds by `omega`. The equivalences need a translation from sizes to individual oxygens. The step `ht` shows that U = 0 exactly when every coordination is two: if no oxygen is terminal, the first alternative of `one_or_two` is ruled out at each o. The step `hb` does the same for B = 0 and coordination one. After rewriting with these, only arithmetic is left.

## Connectivity, charge and two explicit networks

The lemma `sum_connectivity` applies the double count to the bridging set, where every coordination is two by definition. It therefore holds for any assignment of corners, silicate or not. The next three theorems do assume a silicate network. The theorem `mean_connectivity` moves the equations to the rational numbers and divides by N, which is nonzero because of the assumption `Nonempty T`. In `uniform_composition`, the call `linear_combination 2 * h2 + h1` adds twice the equation B + M = 4N to Nn = 2B, which eliminates B. The theorem `charge_eq_neg_terminal` follows from the two basic counts by `omega`.

The remaining definitions are concrete networks, checked by `decide +kernel`, which evaluates the finitely many cases. `pyrosilicate` is the Si₂O₇ unit, with N = 2, M = 7 and the single bridging oxygen `3`.

`closedFramework` has N = 5 and M = 10, so it reaches the lower bound. Its indices are added modulo five. The oxygen (j, 0) joins tetrahedra j and j − 1, while (j, 1) joins j and j − 2. Any two of the five tetrahedra differ by one or two steps around the cycle, so each pair shares exactly one corner. The example shows that full bridging is compatible with pure corner sharing as a pattern of connections; it does not assert that a molecule of this shape exists.
